# The PAW polarizability at imaginary time: Green-block products and positivity

In the projector augmented-wave (PAW) method, a pair density is a product of pseudo-orbitals plus an augmentation; the orbitals below are pseudo-orbitals. Take one occupied orbital with grid value g and projector amplitude b, one empty orbital with values h and c, and one augmentation coefficient q. A star denotes complex conjugation. The pair density is ρ = g\*h + q b\*c, and

|ρ|² = (g g\*)(h h\*) + q\* (b g\*)(h c\*) + q (g b\*)(c h\*) + |q|² (b b\*)(c c\*).

Apart from its coefficient in q, each term is an occupied factor times an empty factor, and the total is nonnegative. The problems below extend both observations to many orbitals, grid points and channels.

```lean
import Mathlib

open Matrix
open scoped ComplexConjugate ComplexOrder

namespace PAWPolarizability

noncomputable section
```

An orbital is a function on `R ⊕ M`: `.inl r` is a grid point and `.inr m` a projector channel. For orbitals u_j with real energies ε_j, the Green matrix is

G_τ(x,y) = Σ_j exp(−ε_j τ) u_j(x) u_j(y)\*.

```lean
/-- Imaginary-time Green matrix of a set of orbitals with energies `ε`:
the sum of `exp (-ε τ) u(x) conj u(y)` over the orbitals. -/
def green {X J : Type*} [Fintype J] (ε : J → ℝ) (u : J → X → ℂ) (τ : ℝ) (x y : X) : ℂ :=
  ∑ j, (Real.exp (-ε j * τ) : ℂ) * (u j x * conj (u j y))
```

Write Go for occupied orbitals u_i with energies εo_i at τ = −t, and Ge for empty orbitals v_a with energies εe_a at τ = t. Let W_ia = exp(−(εe_a − εo_i)t). No overall sign or spin factor is included.

## (a) Transitions from a Green product

Show that

Go(x,y) Ge(x′,y′) = Σ_ia W_ia u_i(x) u_i(y)\* v_a(x′) v_a(y′)\*.

Multiply out the two sums. The exponentials combine as exp(εo_i t) exp(−εe_a t) = W_ia. In Lean these steps are `Finset.sum_mul_sum` and `Real.exp_add`.

```lean
/-- An occupied Green element at time `-t` times an empty one at time `t` is a sum over
transitions, each weighted by the exponential of its transition energy. -/
theorem green_mul_green {X I A : Type*} [Fintype I] [Fintype A] (εo : I → ℝ) (εe : A → ℝ)
    (u : I → X → ℂ) (v : A → X → ℂ) (t : ℝ) (x y x' y' : X) :
    green εo u (-t) x y * green εe v t x' y' =
      ∑ i, ∑ a, (Real.exp (-(εe a - εo i) * t) : ℂ) *
        (u i x * conj (u i y) * (v a x' * conj (v a y'))) := by
  unfold green
  rw [Finset.sum_mul_sum]
  refine Finset.sum_congr rfl fun i _ => Finset.sum_congr rfl fun a _ => ?_
  have h : Real.exp (-(εe a - εo i) * t) =
      Real.exp (-εo i * -t) * Real.exp (-εe a * t) := by
    rw [← Real.exp_add]
    congr 1
    ring
  rw [h, Complex.ofReal_mul]
  ring
```

## (b) Exchanging two pairs of sums

Show, for finite index sets, that

Σ_x Σ_y Σ_i Σ_a f = Σ_i Σ_a Σ_x Σ_y f.

Swap neighbouring sums four times: xyia → xiya → ixya → ixay → iaxy. The `calc` block follows this order.

```lean
/-- Two pairs of finite sums may be exchanged. -/
private theorem sum_swap {X Y I A : Type*} [Fintype X] [Fintype Y] [Fintype I] [Fintype A]
    (f : X → Y → I → A → ℂ) :
    ∑ x, ∑ y, ∑ i, ∑ a, f x y i a = ∑ i, ∑ a, ∑ x, ∑ y, f x y i a :=
  calc ∑ x, ∑ y, ∑ i, ∑ a, f x y i a
      = ∑ x, ∑ i, ∑ y, ∑ a, f x y i a := Finset.sum_congr rfl fun _ _ => Finset.sum_comm
    _ = ∑ i, ∑ x, ∑ y, ∑ a, f x y i a := Finset.sum_comm
    _ = ∑ i, ∑ x, ∑ a, ∑ y, f x y i a :=
        Finset.sum_congr rfl fun _ _ => Finset.sum_congr rfl fun _ _ => Finset.sum_comm
    _ = ∑ i, ∑ a, ∑ x, ∑ y, f x y i a := Finset.sum_congr rfl fun _ _ => Finset.sum_comm
```

The augmentation is A_ia(r) = Σ_mn Q_mn(r) u_i(m)\* v_a(n), with arbitrary complex Q.

```lean
variable {R M I A : Type*} [Fintype M]

/-- Augmentation part of the pair density, built from the projector amplitudes. -/
def augmentation (Q : M → M → R → ℂ) (u v : R ⊕ M → ℂ) (r : R) : ℂ :=
  ∑ m, ∑ n, Q m n r * conj (u (.inr m)) * v (.inr n)
```

The pair density is ρ_ia(r) = u_i(r)\* v_a(r) + A_ia(r).

```lean
/-- Pair density of two orbitals: the product of their grid values plus the augmentation. -/
def pairDensity (Q : M → M → R → ℂ) (u v : R ⊕ M → ℂ) (r : R) : ℂ :=
  conj (u (.inl r)) * v (.inl r) + augmentation Q u v r
```

The polarizability is P(r,s) = Σ_ia W_ia ρ_ia(r) ρ_ia(s)\*. For t ≥ 0 this models the imaginary-time polarizability without its spin factor and its usual overall minus sign; with that sign, the positive semidefinite matrix below becomes negative semidefinite. The algebra holds for every real t. Energies and amplitudes are free inputs: neither orthonormality nor an eigenvalue equation is assumed.

```lean
variable [Fintype I] [Fintype A]

/-- Polarizability at imaginary time `t`, as a sum over transitions from the occupied
orbitals `u` to the empty orbitals `v`. -/
def polarizability (Q : M → M → R → ℂ) (εo : I → ℝ) (εe : A → ℝ)
    (u : I → R ⊕ M → ℂ) (v : A → R ⊕ M → ℂ) (t : ℝ) : Matrix R R ℂ := fun r s =>
  ∑ i, ∑ a, (Real.exp (-(εe a - εo i) * t) : ℂ) *
    (pairDensity Q (u i) (v a) r * conj (pairDensity Q (u i) (v a) s))
```

## (c) Four Green-block terms

Show that

P(r,s) = Go(s,r) Ge(r,s)
 + Σ_kl Q_kl(s)\* Go(k,r) Ge(r,l)
 + Σ_mn Q_mn(r) Go(s,m) Ge(n,s)
 + Σ_mnkl Q_mn(r) Q_kl(s)\* Go(k,m) Ge(n,l).

For one transition, dropping i and a,

ρ(r)ρ(s)\* = u(r)\*v(r)u(s)v(s)\* + u(r)\*v(r)A(s)\* + A(r)u(s)v(s)\* + A(r)A(s)\*.

Insert A(r) and A(s)\* = Σ_kl Q_kl(s)\* u(k)v(l)\*, and group the u factors and the v factors. Multiply by W_ia, sum over transitions and apply (a).

Lean starts from the Green products, moves the transition sums outside with (b), and identifies the three augmentation terms in `e2`, `e3` and `e4`. For GW and RPA, this lets the independent-particle polarizability of a finite model be assembled from Green matrices instead of an explicit double sum over transitions.

```lean
variable (Q : M → M → R → ℂ) (εo : I → ℝ) (εe : A → ℝ)
  (u : I → R ⊕ M → ℂ) (v : A → R ⊕ M → ℂ)

/-- The polarizability is the sum of a grid-grid, a grid-projector, a projector-grid and a
projector-projector term. The first is a product of an occupied and an empty Green element; the
others are sums of such products weighted by augmentation coefficients. -/
theorem polarizability_eq_green_blocks (t : ℝ) (r s : R) :
    polarizability Q εo εe u v t r s =
      green εo u (-t) (.inl s) (.inl r) * green εe v t (.inl r) (.inl s)
      + ∑ k, ∑ l, conj (Q k l s) *
          (green εo u (-t) (.inr k) (.inl r) * green εe v t (.inl r) (.inr l))
      + ∑ m, ∑ n, Q m n r *
          (green εo u (-t) (.inl s) (.inr m) * green εe v t (.inr n) (.inl s))
      + ∑ m, ∑ n, ∑ k, ∑ l, Q m n r * conj (Q k l s) *
          (green εo u (-t) (.inr k) (.inr m) * green εe v t (.inr n) (.inr l)) := by
  simp_rw [green_mul_green, Finset.mul_sum]
  -- bring the sums over transitions to the outside in each projector term
  rw [sum_swap (fun k l i a => conj (Q k l s) * ((Real.exp (-(εe a - εo i) * t) : ℂ) *
      (u i (.inr k) * conj (u i (.inl r)) * (v a (.inl r) * conj (v a (.inr l)))))),
    sum_swap (fun m n i a => Q m n r * ((Real.exp (-(εe a - εo i) * t) : ℂ) *
      (u i (.inl s) * conj (u i (.inr m)) * (v a (.inr n) * conj (v a (.inl s))))))]
  have h4 := (Finset.sum_congr rfl fun m _ => Finset.sum_congr rfl fun n _ =>
    sum_swap (fun k l i a => Q m n r * conj (Q k l s) *
      ((Real.exp (-(εe a - εo i) * t) : ℂ) *
      (u i (.inr k) * conj (u i (.inr m)) * (v a (.inr n) * conj (v a (.inr l))))))).trans
    (sum_swap (fun (m n : M) i a => ∑ k, ∑ l, Q m n r * conj (Q k l s) *
      ((Real.exp (-(εe a - εo i) * t) : ℂ) *
      (u i (.inr k) * conj (u i (.inr m)) * (v a (.inr n) * conj (v a (.inr l)))))))
  rw [h4]
  simp only [polarizability, ← Finset.sum_add_distrib]
  refine Finset.sum_congr rfl fun i _ => Finset.sum_congr rfl fun a _ => ?_
  -- for a single transition, multiply out the two pair densities
  simp only [pairDensity, map_add, map_mul, Complex.conj_conj, mul_add, add_mul]
  have e2 : ∑ k, ∑ l, conj (Q k l s) * ((Real.exp (-(εe a - εo i) * t) : ℂ) *
      (u i (.inr k) * conj (u i (.inl r)) * (v a (.inl r) * conj (v a (.inr l))))) =
      (Real.exp (-(εe a - εo i) * t) : ℂ) *
        (conj (u i (.inl r)) * v a (.inl r) * conj (augmentation Q (u i) (v a) s)) := by
    simp only [augmentation, map_sum, map_mul, Complex.conj_conj, Finset.mul_sum]
    refine Finset.sum_congr rfl fun k _ => Finset.sum_congr rfl fun l _ => ?_
    ring
  have e3 : ∑ m, ∑ n, Q m n r * ((Real.exp (-(εe a - εo i) * t) : ℂ) *
      (u i (.inl s) * conj (u i (.inr m)) * (v a (.inr n) * conj (v a (.inl s))))) =
      (Real.exp (-(εe a - εo i) * t) : ℂ) *
        (augmentation Q (u i) (v a) r * (u i (.inl s) * conj (v a (.inl s)))) := by
    simp only [augmentation, Finset.sum_mul, Finset.mul_sum]
    refine Finset.sum_congr rfl fun m _ => Finset.sum_congr rfl fun n _ => ?_
    ring
  have e4 : ∑ m, ∑ n, ∑ k, ∑ l, Q m n r * conj (Q k l s) *
      ((Real.exp (-(εe a - εo i) * t) : ℂ) *
      (u i (.inr k) * conj (u i (.inr m)) * (v a (.inr n) * conj (v a (.inr l))))) =
      (Real.exp (-(εe a - εo i) * t) : ℂ) *
        (augmentation Q (u i) (v a) r * conj (augmentation Q (u i) (v a) s)) := by
    simp only [augmentation, map_sum, map_mul, Complex.conj_conj]
    simp only [Finset.sum_mul]
    simp only [Finset.mul_sum]
    refine Finset.sum_congr rfl fun m _ => Finset.sum_congr rfl fun n _ =>
      Finset.sum_congr rfl fun k _ => Finset.sum_congr rfl fun l _ => ?_
    ring
  rw [e2, e3, e4]
  ring
```

## (d) The quadratic form

From here on the grid is finite. For a potential x, let c_ia = Σ_r ρ_ia(r)\* x(r) be its transition amplitude, with no separate quadrature weight. Show that

x†Px = Σ_ia W_ia |c_ia|².

For each transition, Σ_rs x(r)\* ρ(r) ρ(s)\* x(s) = c\*c. Lean exchanges the sums with (b) and expands the squared norm to match.

```lean
variable [Fintype R]

/-- The quadratic form of the polarizability in a potential `x` is the weighted sum of the
squared transition amplitudes of `x`. -/
theorem quadratic_form_eq (t : ℝ) (x : R → ℂ) :
    star x ⬝ᵥ (polarizability Q εo εe u v t *ᵥ x) =
      ((∑ i, ∑ a, Real.exp (-(εe a - εo i) * t) *
        ‖∑ r, conj (pairDensity Q (u i) (v a) r) * x r‖ ^ 2 : ℝ) : ℂ) := by
  simp only [dotProduct, Matrix.mulVec, polarizability, Finset.sum_mul, Finset.mul_sum,
    Complex.ofReal_sum, Complex.ofReal_mul]
  refine (sum_swap _).trans ?_
  refine Finset.sum_congr rfl fun i _ => Finset.sum_congr rfl fun a _ => ?_
  rw [← Complex.normSq_eq_norm_sq, Complex.normSq_eq_conj_mul_self]
  simp only [map_sum, map_mul, Complex.conj_conj]
  simp only [Finset.sum_mul]
  simp only [Finset.mul_sum]
  refine Finset.sum_congr rfl fun r _ => Finset.sum_congr rfl fun s _ => ?_
  change conj (x r) * _ = _
  ring
```

## (e) Positive semidefiniteness

Show that

P† = P and x†Px ≥ 0 for every x.

Since W_ia is real, conjugating P(s,r) gives P(r,s). By (d), the quadratic form is a sum of nonnegative terms. `PosSemidef` contains both properties.

```lean
/-- The polarizability is a positive semidefinite matrix on the grid. -/
theorem polarizability_posSemidef (t : ℝ) :
    (polarizability Q εo εe u v t).PosSemidef := by
  refine Matrix.PosSemidef.of_dotProduct_mulVec_nonneg ?_ fun x => ?_
  · refine Matrix.IsHermitian.ext fun r s => ?_
    change conj (polarizability Q εo εe u v t s r) = _
    simp only [polarizability, map_sum, map_mul, Complex.conj_ofReal, Complex.conj_conj]
    refine Finset.sum_congr rfl fun i _ => Finset.sum_congr rfl fun a _ => ?_
    ring
  · rw [quadratic_form_eq]
    exact Complex.zero_le_real.2
      (Finset.sum_nonneg fun i _ => Finset.sum_nonneg fun a _ => by positivity)
```

## (f) Potentials without response

At fixed t, show that

Px = 0 ⇔ c_ia = 0 for all i, a.

If Px = 0, the sum in (d) vanishes, hence so does each term; W_ia > 0 then forces c_ia = 0. Conversely, (Px)(r) = Σ_ia W_ia ρ_ia(r) c_ia.

```lean
/-- A potential produces no response exactly when all its transition amplitudes vanish. -/
theorem response_eq_zero_iff (t : ℝ) (x : R → ℂ) :
    polarizability Q εo εe u v t *ᵥ x = 0 ↔
      ∀ i a, ∑ r, conj (pairDensity Q (u i) (v a) r) * x r = 0 := by
  constructor
  · intro h i a
    have hq := quadratic_form_eq Q εo εe u v t x
    rw [h, dotProduct_zero] at hq
    have h0 := Complex.ofReal_eq_zero.1 hq.symm
    -- a vanishing sum of nonnegative terms vanishes term by term
    have h1 := (Finset.sum_eq_zero_iff_of_nonneg fun i _ =>
      Finset.sum_nonneg fun a _ => by positivity).1 h0 i (Finset.mem_univ i)
    have h2 := (Finset.sum_eq_zero_iff_of_nonneg fun a _ => by positivity).1 h1 a
      (Finset.mem_univ a)
    have h3 := (mul_eq_zero.1 h2).resolve_left (Real.exp_pos _).ne'
    exact norm_eq_zero.1 (pow_eq_zero_iff two_ne_zero |>.1 h3)
  · intro h
    funext r
    simp only [Matrix.mulVec, dotProduct, polarizability, Finset.sum_mul, Pi.zero_apply]
    rw [Finset.sum_comm]
    refine Finset.sum_eq_zero fun i _ => ?_
    rw [Finset.sum_comm]
    refine Finset.sum_eq_zero fun a _ => ?_
    have h1 := congrArg (fun z => (Real.exp (-(εe a - εo i) * t) : ℂ) *
      pairDensity Q (u i) (v a) r * z) (h i a)
    simp only [Finset.mul_sum, mul_zero] at h1
    rw [← h1]
    refine Finset.sum_congr rfl fun s _ => ?_
    ring
```

## (g) Decay in imaginary time

Let Δ be a lower bound on all transition energies, such as the gap of an insulator, and let t₁ ≤ t₂. Show that

x†P(t₂)x ≤ exp(−Δ(t₂ − t₁)) x†P(t₁)x.

The amplitudes c_ia do not depend on time, and W_ia(t₂) = W_ia(t₁) exp(−(εe_a − εo_i)(t₂ − t₁)). Bound the last factor and sum. Lean compares real parts term by term. The bound expresses decay when Δ > 0.

```lean
/-- If every transition energy is at least `Δ`, the quadratic form of the polarizability at `t₂` is
at most `exp (-Δ (t₂ - t₁))` times its value at `t₁`, for `t₁ ≤ t₂`. -/
theorem quadratic_form_decay {Δ t₁ t₂ : ℝ} (hΔ : ∀ i a, Δ ≤ εe a - εo i) (ht : t₁ ≤ t₂)
    (x : R → ℂ) :
    (star x ⬝ᵥ (polarizability Q εo εe u v t₂ *ᵥ x)).re ≤
      Real.exp (-Δ * (t₂ - t₁)) *
        (star x ⬝ᵥ (polarizability Q εo εe u v t₁ *ᵥ x)).re := by
  rw [quadratic_form_eq, quadratic_form_eq, Complex.ofReal_re, Complex.ofReal_re]
  simp only [Finset.mul_sum (s := (Finset.univ : Finset I)),
    Finset.mul_sum (s := (Finset.univ : Finset A))]
  refine Finset.sum_le_sum fun i _ => Finset.sum_le_sum fun a _ => ?_
  rw [← mul_assoc, ← Real.exp_add]
  refine mul_le_mul_of_nonneg_right (Real.exp_le_exp.2 ?_) (by positivity)
  nlinarith [mul_le_mul_of_nonneg_right (hΔ i a) (sub_nonneg.2 ht)]
```

## (h) Projector blocks from grid blocks

Suppose the amplitudes are PAW overlaps with projector functions, u_i(m) = Σ_r p_m(r)\* u_i(r), with any grid weight absorbed into p. Show for every τ, and for x a grid point or a channel, that

G_τ(x,m) = Σ_s G_τ(x,s) p_m(s),
G_τ(m,x) = Σ_s p_m(s)\* G_τ(s,x).

Substitute the overlap, or its conjugate, into G_τ and exchange the sums over s and i. The orbital family is arbitrary, so the result applies equally to empty orbitals.

```lean
omit [Fintype M] [Fintype A] in
/-- When the amplitudes are overlaps with projector functions `p`, the projector blocks of
the Green matrix follow from its grid columns and rows by applying `p`. -/
theorem green_projector_blocks (p : M → R → ℂ) (τ : ℝ)
    (hu : ∀ i m, u i (.inr m) = ∑ r, conj (p m r) * u i (.inl r)) (x : R ⊕ M) (m : M) :
    green εo u τ x (.inr m) = ∑ s, green εo u τ x (.inl s) * p m s ∧
      green εo u τ (.inr m) x = ∑ s, conj (p m s) * green εo u τ (.inl s) x := by
  constructor
  · simp only [green, hu _ m, map_sum, map_mul, Complex.conj_conj, Finset.mul_sum,
      Finset.sum_mul]
    rw [Finset.sum_comm]
    refine Finset.sum_congr rfl fun s _ => Finset.sum_congr rfl fun i _ => ?_
    ring
  · simp only [green, hu _ m, Finset.mul_sum, Finset.sum_mul]
    rw [Finset.sum_comm]
    refine Finset.sum_congr rfl fun s _ => Finset.sum_congr rfl fun i _ => ?_
    ring

end

end PAWPolarizability
```

```lean
#print axioms PAWPolarizability.polarizability_eq_green_blocks
#print axioms PAWPolarizability.response_eq_zero_iff
#print axioms PAWPolarizability.quadratic_form_decay
#print axioms PAWPolarizability.green_projector_blocks
```

```
'PAWPolarizability.polarizability_eq_green_blocks' depends on axioms: [propext, Classical.choice, Quot.sound]
'PAWPolarizability.response_eq_zero_iff' depends on axioms: [propext, Classical.choice, Quot.sound]
'PAWPolarizability.quadratic_form_decay' depends on axioms: [propext, Classical.choice, Quot.sound]
'PAWPolarizability.green_projector_blocks' depends on axioms: [propext, Classical.choice, Quot.sound]
```
